# A Mass-Difference Term in the Wronskian Identity for Radial Waves

Take a particle on \([0,\pi]\) with no potential and a constant mass \(m>0\), in units with \(\hbar=1\). The function \(u(r)=\sin r\) vanishes at both ends and satisfies

\[
-\frac12\left(\frac{u'}{m}\right)'=\frac{1}{2m}\,u ,
\]

so its energy is \(1/(2m)\). A second mass changes the energy but not the function. For \(m_1\neq m_2\) we therefore have two solutions with different energies that both vanish at the ends, yet their overlap is \(\int_0^\pi \sin^2 r\,dr=\pi/2\). After normalisation the overlap is 1, since the two states are the same function.

The usual orthogonality argument fails here because the two waves belong to different kinetic operators. What replaces it can be read off from

\[
(e_1-e_2)\int_0^\pi \sin^2 r\,dr=\frac12\left(\frac1{m_1}-\frac1{m_2}\right)\int_0^\pi\cos^2 r\,dr .
\]

The right-hand side contains the difference of the inverse masses and the product of the slopes.

## The identity for position-dependent masses

Let \(u_1,u_2\) be waves on \([0,R]\) with \(u_i(0)=0\), positive masses \(M_i(r)\), energies \(e_i\) and a common potential \(V\):

\[
-\frac12\left(\frac{u_i'}{M_i}\right)'+Vu_i=e_iu_i .
\]

This is a one-dimensional equation. For constant mass it is also the s-wave equation for \(u=r\psi\). If the mass varies with \(r\), the reduction from three dimensions adds a term in \(M_i'/r\), which this model leaves out.

Define the flux Wronskian

\[
W=\frac{u_1'u_2}{M_1}-\frac{u_1u_2'}{M_2}.
\]

The claim is

\[
(e_1-e_2)\int_0^R u_1u_2\,dr=-\frac12W(R)+\frac12\int_0^R\left(\frac1{M_1}-\frac1{M_2}\right)u_1'u_2'\,dr .
\]

To derive it, apply the product rule to \(W\), keeping each flux \(u_i'/M_i\) together:

\[
W'=\left(\frac{u_1'}{M_1}\right)'u_2+\frac{u_1'u_2'}{M_1}-\frac{u_1'u_2'}{M_2}-u_1\left(\frac{u_2'}{M_2}\right)' .
\]

The wave equations give \((u_i'/M_i)'=2(V-e_i)u_i\). On substitution the potential cancels:

\[
W'=-2(e_1-e_2)u_1u_2+\left(\frac1{M_1}-\frac1{M_2}\right)u_1'u_2' .
\]

Integrate from 0 to \(R\). Since \(u_1(0)=u_2(0)=0\), we have \(W(0)=0\), and

\[
W(R)=-2(e_1-e_2)\int_0^R u_1u_2\,dr+\int_0^R\left(\frac1{M_1}-\frac1{M_2}\right)u_1'u_2'\,dr .
\]

Solving for the overlap term gives the claim. If \(M_1=M_2=M\), the last integral vanishes and only the boundary term remains:

\[
(e_1-e_2)\int_0^R u_1u_2\,dr=-\frac{(u_1'u_2-u_1u_2')(R)}{2M(R)} .
\]

## Energy-dependent mass and the companion amplitude

Now let the masses depend on energy through \(2c^2(M_i-1)=e_i-V\), with \(c\neq0\). This is the relativistic mass factor in atomic units, where \(c\) is the speed of light. Subtracting the two conditions gives \(M_1-M_2=(e_1-e_2)/(2c^2)\), hence

\[
\frac1{M_1}-\frac1{M_2}=-\frac{M_1-M_2}{M_1M_2}=-\frac{e_1-e_2}{2c^2M_1M_2}.
\]

With the companion amplitude \(q_i=u_i'/(2cM_i)\), the volume term becomes

\[
\frac12\int_0^R\left(\frac1{M_1}-\frac1{M_2}\right)u_1'u_2'\,dr=-(e_1-e_2)\int_0^R q_1q_2\,dr .
\]

Moving it to the left leaves a pure boundary identity:

\[
(e_1-e_2)\int_0^R(u_1u_2+q_1q_2)\,dr=-\frac12W(R).
\]

If both waves vanish at \(R\), then \(W(R)=0\). For \(e_1\neq e_2\) the two-component overlap is then zero.

The amplitude \(q_i\) plays the part of the small Dirac component in a simplified radial model. The full scalar-relativistic equation also has a centrifugal term and a term in \(M'/r\). Both depend on the mass, so they differ between the two waves and do not fit into a common \(V\).

## Two reference energies in one PAW channel

A PAW dataset generator can integrate the radial equation outward at two reference energies \(e_1,e_2\) and replace each \(u_i\) inside \(R\) by a smooth \(\tilde u_i\) with the same value and slope at \(R\). In the simplified model used here, \(\tilde u_i(0)=0\), \(\tilde u_i(R)=u_i(R)\), and the smooth slope is matched to the flux, \(\tilde u_i'(R)=u_i'(R)/M_i(R)\). This differs from matching the slope by the factor \(M_i(R)\), which is close to 1 when \(|e_i-V(R)|\) is small compared with \(2c^2\). With a smooth local potential \(\tilde V\) and unit mass for the smooth waves, define

\[
b_{ij}=\int_0^R\tilde u_i\left(e_j\tilde u_j+\tfrac12\tilde u_j''-\tilde V\tilde u_j\right)dr .
\]

Integration by parts gives

\[
b_{12}-b_{21}=-(e_1-e_2)\int_0^R\tilde u_1\tilde u_2\,dr-\frac12W(R).
\]

The boundary identity of the simplified relativistic model turns this into

\[
b_{12}-b_{21}=(e_1-e_2)\int_0^R\left(u_1u_2+q_1q_2-\tilde u_1\tilde u_2\right)dr .
\]

Let \(Q_{12}=Q_{21}\) be the integral on the right. The coupling matrix \(b_{ij}+e_jQ_{ij}\) is then symmetric. If \(q_1q_2\) is left out of \(Q_{12}\), an asymmetry \((e_1-e_2)\int_0^R q_1q_2\,dr\) remains. This application to the coupling matrix is a derivation by hand; the Lean development below concerns the radial waves themselves.

## Radial waves as a Lean structure

```lean
import Mathlib

open Set MeasureTheory

namespace RadialMassDefect

noncomputable section
```

The structure `IsRadialWave R V M e u du` says that `u` is a wave with slope `du`, mass `M` and energy `e` in the potential `V`.

```lean
/-- A radial wave `u` with slope `du` on `[0, R]`: it vanishes at the origin and solves
`-(1/2) (u' / M)' + V u = e u` inside the interval, with a continuous positive mass `M`. -/
structure IsRadialWave (R : ℝ) (V M : ℝ → ℝ) (e : ℝ) (u du : ℝ → ℝ) : Prop where
  mass_cont : ContinuousOn M (Icc 0 R)
  mass_pos : ∀ r ∈ Icc 0 R, 0 < M r
  cont : ContinuousOn u (Icc 0 R)
  slope_cont : ContinuousOn du (Icc 0 R)
  origin : u 0 = 0
  slope : ∀ r ∈ Ioo 0 R, HasDerivAt u (du r) r
  equation : ∀ r ∈ Ioo 0 R, ∃ k, HasDerivAt (fun s => du s / M s) k r ∧
    -(1 / 2) * k + V r * u r = e * u r
```

The wave, its slope and its mass are continuous on the closed interval `Icc 0 R`, and the mass is positive there. The derivative statements are required only in the open interval `Ioo 0 R`. In `equation`, the number `k` is the derivative of the flux \(u'/M\), so neither `M` nor `du` has to be differentiable separately. Twice continuously differentiable waves with continuously differentiable masses are a special case.

Nothing is assumed about the regularity of `V`. A Coulomb singularity at the origin is therefore allowed when the mass stays continuous. No normalisation is imposed, and the existence of solutions for a given potential is assumed, not derived.

The next two definitions are \(W\) and \(q\).

```lean
/-- The flux Wronskian `u₁' u₂ / M₁ - u₁ u₂' / M₂`, for nonzero masses. -/
def fluxWronskian (M₁ M₂ u₁ du₁ u₂ du₂ : ℝ → ℝ) (r : ℝ) : ℝ :=
  du₁ r * u₂ r / M₁ r - u₁ r * du₂ r / M₂ r

/-- The companion amplitude `u' / (2 c M)` of a wave with slope `du`, for nonzero `c` and `M`. -/
def companion (c : ℝ) (M du : ℝ → ℝ) (r : ℝ) : ℝ := du r / (2 * c * M r)
```

## The local identity and its integral

The first theorem is the formula for \(W'\) at an interior point.

```lean
variable {R e₁ e₂ : ℝ} {V M₁ M₂ u₁ du₁ u₂ du₂ : ℝ → ℝ}

/-- Inside the interval, the flux Wronskian of two radial waves in the same potential changes
at a rate set by their energy difference and by the difference of their inverse masses. -/
theorem fluxWronskian_hasDerivAt (h₁ : IsRadialWave R V M₁ e₁ u₁ du₁)
    (h₂ : IsRadialWave R V M₂ e₂ u₂ du₂) {r : ℝ} (hr : r ∈ Ioo 0 R) :
    HasDerivAt (fluxWronskian M₁ M₂ u₁ du₁ u₂ du₂)
      (-2 * (e₁ - e₂) * (u₁ r * u₂ r) + (1 / M₁ r - 1 / M₂ r) * (du₁ r * du₂ r)) r := by
  obtain ⟨k₁, hk₁, E₁⟩ := h₁.equation r hr
  obtain ⟨k₂, hk₂, E₂⟩ := h₂.equation r hr
  have h : HasDerivAt (fun s => du₁ s / M₁ s * u₂ s - u₁ s * (du₂ s / M₂ s))
      (k₁ * u₂ r + du₁ r / M₁ r * du₂ r - (du₁ r * (du₂ r / M₂ r) + u₁ r * k₂)) r :=
    (hk₁.fun_mul (h₂.slope r hr)).fun_sub ((h₁.slope r hr).fun_mul hk₂)
  have hf : fluxWronskian M₁ M₂ u₁ du₁ u₂ du₂ =
      fun s => du₁ s / M₁ s * u₂ s - u₁ s * (du₂ s / M₂ s) := by
    funext s
    unfold fluxWronskian
    ring
  rw [hf]
  -- the two wave equations eliminate the potential
  exact h.congr_deriv (by linear_combination (-2 * u₂ r) * E₁ + (2 * u₁ r) * E₂)
```

The two values `k₁` and `k₂` are the flux derivatives. The term `h` is the product rule applied to flux times wave, and `hf` shows that this grouping is the same function as `fluxWronskian`. The last line multiplies the first wave equation by \(-2u_2\) and the second by \(2u_1\) and adds them, which removes \(V\).

The integrated identity follows for every \(R\ge0\).

```lean
/-- For two radial waves in the same potential, the energy difference times the overlap is a
boundary term at `R` plus a volume term from the difference of the inverse masses. -/
theorem overlap_identity (hR : 0 ≤ R) (h₁ : IsRadialWave R V M₁ e₁ u₁ du₁)
    (h₂ : IsRadialWave R V M₂ e₂ u₂ du₂) :
    (e₁ - e₂) * ∫ r in (0 : ℝ)..R, u₁ r * u₂ r =
      -(1 / 2) * fluxWronskian M₁ M₂ u₁ du₁ u₂ du₂ R +
        (1 / 2) * ∫ r in (0 : ℝ)..R, (1 / M₁ r - 1 / M₂ r) * (du₁ r * du₂ r) := by
  have n₁ : ∀ r ∈ Icc 0 R, M₁ r ≠ 0 := fun r hr => (h₁.mass_pos r hr).ne'
  have n₂ : ∀ r ∈ Icc 0 R, M₂ r ≠ 0 := fun r hr => (h₂.mass_pos r hr).ne'
  have hW : ContinuousOn (fluxWronskian M₁ M₂ u₁ du₁ u₂ du₂) (Icc 0 R) :=
    ((h₁.slope_cont.mul h₂.cont).div h₁.mass_cont n₁).sub
      ((h₁.cont.mul h₂.slope_cont).div h₂.mass_cont n₂)
  have hI : IntervalIntegrable (fun r => u₁ r * u₂ r) volume 0 R :=
    (h₁.cont.mul h₂.cont).intervalIntegrable_of_Icc hR
  have hJ : IntervalIntegrable
      (fun r => (1 / M₁ r - 1 / M₂ r) * (du₁ r * du₂ r)) volume 0 R :=
    (((continuousOn_const.div h₁.mass_cont n₁).sub
      (continuousOn_const.div h₂.mass_cont n₂)).mul
      (h₁.slope_cont.mul h₂.slope_cont)).intervalIntegrable_of_Icc hR
  -- integrate the local identity from the origin to R
  have ftc := intervalIntegral.integral_eq_sub_of_hasDerivAt_of_le hR hW
    (fun r hr => fluxWronskian_hasDerivAt h₁ h₂ hr)
    ((hI.const_mul (-2 * (e₁ - e₂))).add hJ)
  rw [intervalIntegral.integral_add (hI.const_mul (-2 * (e₁ - e₂))) hJ,
    intervalIntegral.integral_const_mul] at ftc
  have h0 : fluxWronskian M₁ M₂ u₁ du₁ u₂ du₂ 0 = 0 := by
    simp [fluxWronskian, h₁.origin, h₂.origin]
  rw [h0] at ftc
  linear_combination (-1 / 2) * ftc
```

The statements `hW`, `hI` and `hJ` supply what the fundamental theorem of calculus needs: continuity of \(W\) up to the endpoints and integrability of the two parts of \(W'\). The conditions at the origin give `h0`, that is \(W(0)=0\). Multiplying the integrated equation by \(-1/2\) yields the stated form.

For a common mass function the volume integrand is zero at every point.

```lean
/-- When both waves have the same mass function `M`, the volume term is absent: the energy
difference times the overlap is minus the ordinary Wronskian at `R` divided by `2 M(R)`. -/
theorem overlap_identity_equal_mass {M : ℝ → ℝ} (hR : 0 ≤ R)
    (h₁ : IsRadialWave R V M e₁ u₁ du₁) (h₂ : IsRadialWave R V M e₂ u₂ du₂) :
    (e₁ - e₂) * ∫ r in (0 : ℝ)..R, u₁ r * u₂ r =
      -(du₁ R * u₂ R - u₁ R * du₂ R) / (2 * M R) := by
  have key := overlap_identity hR h₁ h₂
  have hz : ∫ r in (0 : ℝ)..R, (1 / M r - 1 / M r) * (du₁ r * du₂ r) = 0 := by simp
  rw [hz] at key
  unfold fluxWronskian at key
  linear_combination key
```

## The two-component overlap

The hypotheses `hM₁` and `hM₂` impose the energy-dependent mass on all of \([0,R]\). Since the masses are continuous there, these conditions make \(V\) continuous too. The potential of a point nucleus is thus excluded from the next two theorems, while the continuous potential of a nucleus of finite size is compatible with them.

```lean
/-- For the energy-dependent masses `2 c² (M - 1) = e - V` with `c ≠ 0`, adding the overlap of
the companion amplitudes to that of the waves leaves only the boundary term at `R`. -/
theorem relativistic_overlap_identity {c : ℝ} (hc : c ≠ 0) (hR : 0 ≤ R)
    (h₁ : IsRadialWave R V M₁ e₁ u₁ du₁) (h₂ : IsRadialWave R V M₂ e₂ u₂ du₂)
    (hM₁ : ∀ r ∈ Icc 0 R, 2 * c ^ 2 * (M₁ r - 1) = e₁ - V r)
    (hM₂ : ∀ r ∈ Icc 0 R, 2 * c ^ 2 * (M₂ r - 1) = e₂ - V r) :
    (e₁ - e₂) * ∫ r in (0 : ℝ)..R,
        (u₁ r * u₂ r + companion c M₁ du₁ r * companion c M₂ du₂ r) =
      -(1 / 2) * fluxWronskian M₁ M₂ u₁ du₁ u₂ du₂ R := by
  have q₁ : ContinuousOn (companion c M₁ du₁) (Icc 0 R) :=
    h₁.slope_cont.div (continuousOn_const.mul h₁.mass_cont) fun r hr =>
      mul_ne_zero (mul_ne_zero two_ne_zero hc) (h₁.mass_pos r hr).ne'
  have q₂ : ContinuousOn (companion c M₂ du₂) (Icc 0 R) :=
    h₂.slope_cont.div (continuousOn_const.mul h₂.mass_cont) fun r hr =>
      mul_ne_zero (mul_ne_zero two_ne_zero hc) (h₂.mass_pos r hr).ne'
  have hI : IntervalIntegrable (fun r => u₁ r * u₂ r) volume 0 R :=
    (h₁.cont.mul h₂.cont).intervalIntegrable_of_Icc hR
  have hQ : IntervalIntegrable
      (fun r => companion c M₁ du₁ r * companion c M₂ du₂ r) volume 0 R :=
    (q₁.mul q₂).intervalIntegrable_of_Icc hR
  -- the volume integral is a multiple of the overlap of the companion amplitudes
  have hJ : ∫ r in (0 : ℝ)..R, (1 / M₁ r - 1 / M₂ r) * (du₁ r * du₂ r) =
      ∫ r in (0 : ℝ)..R,
        (-2 * (e₁ - e₂)) * (companion c M₁ du₁ r * companion c M₂ du₂ r) := by
    apply intervalIntegral.integral_congr
    intro r hr
    rw [uIcc_of_le hR] at hr
    have m₁ := (h₁.mass_pos r hr).ne'
    have m₂ := (h₂.mass_pos r hr).ne'
    have he : e₁ - e₂ = 2 * c ^ 2 * (M₁ r - M₂ r) := by
      linear_combination hM₂ r hr - hM₁ r hr
    simp only [companion]
    rw [he]
    field_simp
    ring
  have key := overlap_identity hR h₁ h₂
  rw [hJ, intervalIntegral.integral_const_mul] at key
  rw [intervalIntegral.integral_add hI hQ]
  linear_combination key
```

The step `hJ` rewrites the volume integral as \(-2(e_1-e_2)\int_0^R q_1q_2\,dr\). Inside it, `he` is the difference of the two mass conditions, and `field_simp` with `ring` does the algebra of the inverse masses. The general identity then gives the result.

Orthogonality adds the boundary conditions \(u_1(R)=u_2(R)=0\) and \(e_1\neq e_2\).

```lean
/-- Two waves of different energy that vanish at `R`, with masses `2 c² (M - 1) = e - V`, are
orthogonal once the overlap of their companion amplitudes is included. -/
theorem relativistic_orthogonality {c : ℝ} (hR : 0 ≤ R) (he : e₁ ≠ e₂)
    (h₁ : IsRadialWave R V M₁ e₁ u₁ du₁) (h₂ : IsRadialWave R V M₂ e₂ u₂ du₂)
    (hM₁ : ∀ r ∈ Icc 0 R, 2 * c ^ 2 * (M₁ r - 1) = e₁ - V r)
    (hM₂ : ∀ r ∈ Icc 0 R, 2 * c ^ 2 * (M₂ r - 1) = e₂ - V r)
    (b₁ : u₁ R = 0) (b₂ : u₂ R = 0) :
    ∫ r in (0 : ℝ)..R,
      (u₁ r * u₂ r + companion c M₁ du₁ r * companion c M₂ du₂ r) = 0 := by
  -- for different energies, the two mass conditions exclude c = 0
  have hc : c ≠ 0 := by
    rintro rfl
    have a := hM₁ 0 ⟨le_rfl, hR⟩
    have b := hM₂ 0 ⟨le_rfl, hR⟩
    exact he (by linear_combination b - a)
  have key := relativistic_overlap_identity hc hR h₁ h₂ hM₁ hM₂
  have hb : fluxWronskian M₁ M₂ u₁ du₁ u₂ du₂ R = 0 := by
    simp [fluxWronskian, b₁, b₂]
  rw [hb, mul_zero] at key
  exact (mul_eq_zero.mp key).resolve_left (sub_ne_zero.mpr he)
```

The condition \(c\neq0\) is derived here: for \(c=0\) the mass conditions at the origin would give \(e_1=V(0)=e_2\). With \(W(R)=0\), the product of the energy difference and the two-component overlap is zero, and the first factor is not.

## The sine with two masses

The opening example returns as a solution for every positive constant mass.

```lean
/-- With zero potential and any constant mass `m > 0`, the sine is a radial wave on `[0, π]`
with energy `1 / (2 m)`. -/
theorem isRadialWave_witness {m : ℝ} (hm : 0 < m) :
    IsRadialWave Real.pi (fun _ => 0) (fun _ => m) (1 / (2 * m)) Real.sin Real.cos where
  mass_cont := continuousOn_const
  mass_pos := fun _ _ => hm
  cont := Real.continuous_sin.continuousOn
  slope_cont := Real.continuous_cos.continuousOn
  origin := Real.sin_zero
  slope := fun r _ => Real.hasDerivAt_sin r
  equation := by
    intro r _
    refine ⟨-Real.sin r / m, (Real.hasDerivAt_cos r).div_const m, ?_⟩
    show -(1 / 2) * (-Real.sin r / m) + 0 * Real.sin r = 1 / (2 * m) * Real.sin r
    ring
```

The flux derivative is \(-\sin r/m\), and the wave equation reduces to an algebraic identity.

```lean
/-- Unequal constant masses spoil orthogonality: in zero potential on `[0, π]` the sine solves
both wave equations at different energies and vanishes at `π`, yet the overlap is `π / 2`. -/
theorem unequal_masses_not_orthogonal {m₁ m₂ : ℝ} (h₁ : 0 < m₁) (h₂ : 0 < m₂)
    (hne : m₁ ≠ m₂) :
    IsRadialWave Real.pi (fun _ => 0) (fun _ => m₁) (1 / (2 * m₁)) Real.sin Real.cos ∧
    IsRadialWave Real.pi (fun _ => 0) (fun _ => m₂) (1 / (2 * m₂)) Real.sin Real.cos ∧
    1 / (2 * m₁) ≠ 1 / (2 * m₂) ∧ Real.sin Real.pi = 0 ∧
    ∫ r in (0 : ℝ)..Real.pi, Real.sin r * Real.sin r = Real.pi / 2 := by
  refine ⟨isRadialWave_witness h₁, isRadialWave_witness h₂, ?_, Real.sin_pi, ?_⟩
  · intro h
    rw [div_eq_div_iff (by positivity) (by positivity)] at h
    exact hne (by linarith)
  · simp only [← sq]
    rw [integral_sin_sq]
    simp

end

end RadialMassDefect
```

The theorem collects the two wave equations, the unequal energies, the zero at \(\pi\) and the unnormalised overlap \(\pi/2\). It shows that different energies and vanishing end values do not guarantee a zero plain overlap when the constant masses differ.

```lean
#print axioms RadialMassDefect.overlap_identity_equal_mass
-- 'RadialMassDefect.overlap_identity_equal_mass' depends on axioms: [propext, Classical.choice, Quot.sound]
#print axioms RadialMassDefect.relativistic_orthogonality
-- 'RadialMassDefect.relativistic_orthogonality' depends on axioms: [propext, Classical.choice, Quot.sound]
#print axioms RadialMassDefect.unequal_masses_not_orthogonal
-- 'RadialMassDefect.unequal_masses_not_orthogonal' depends on axioms: [propext, Classical.choice, Quot.sound]
```
